# Cross-saturation decides the linear stability of two-mode laser operation

## Rate equations and their steady states

Let $x$ and $y$ be the intensities of two laser modes, and let $a$ and $b$ be their net gains, that is, unsaturated gain minus loss. Each mode depletes the gain that it uses itself, and it also depletes the gain of the other mode. The intensities are scaled so that self-saturation has coefficient one. The cross-saturation $c$ then measures how strongly a mode is saturated by the other mode's light, compared with its own:

$$x' = x(a - x - cy), \qquad y' = y(b - y - cx).$$

The gain is assumed to follow the intensities without delay, so the population inversion has no equation of its own. Saturation is linear in the intensities, which suits weak saturation. Optical phases and spontaneous-emission noise are left out, and the same $c$ appears in both equations.

In Lean 4 with Mathlib:

```lean
import Mathlib

open Polynomial

namespace TwoModeLaser

noncomputable section
```

The right-hand sides are real functions of the parameters and the intensities.

```lean
/-- Growth rate of the first mode intensity `x`, with net gain `a`, self-saturation one
and cross-saturation `c`. -/
def rateX (a c x y : ℝ) : ℝ := x * (a - x - c * y)

/-- Growth rate of the second mode intensity `y`, with net gain `b`, self-saturation one
and cross-saturation `c`. -/
def rateY (b c x y : ℝ) : ℝ := y * (b - y - c * x)
```

A steady state is a pair $(x,y)$ at which both rates vanish. The definition puts no sign on the intensities, so positivity is a separate hypothesis wherever both modes lase.

```lean
/-- The intensities `(x, y)` are a steady state: both growth rates vanish. -/
def IsSteady (a b c x y : ℝ) : Prop := rateX a c x y = 0 ∧ rateY b c x y = 0
```

## The Jacobian and its spectrum

Differentiating the rates gives

$$J = \begin{pmatrix} a - 2x - cy & -cx \\ -cy & b - 2y - cx \end{pmatrix}.$$

Row 0 belongs to the rate of $x$ and row 1 to that of $y$; column 0 is the derivative in $x$ and column 1 the derivative in $y$.

```lean
/-- The Jacobian matrix of the two rate equations at the intensities `(x, y)`. -/
def jacobian (a b c x y : ℝ) : Matrix (Fin 2) (Fin 2) ℝ :=
  !![a - 2 * x - c * y, -(c * x); -(c * y), b - 2 * y - c * x]
```

Real numbers $l$ and $m$ are the eigenvalues of $J$, counted with multiplicity, when the characteristic polynomial is $(X-l)(X-m)$.

```lean
/-- The eigenvalues of `J`, counted with multiplicity, are the real numbers `l` and `m`. -/
def HasEigenvalues (J : Matrix (Fin 2) (Fin 2) ℝ) (l m : ℝ) : Prop :=
  J.charpoly = (X - C l) * (X - C m)
```

Two sign patterns matter. If both eigenvalues are negative, small deviations decay. If one is negative and one positive, the state is a saddle, and a generic small deviation grows.

```lean
/-- Both eigenvalues of `J` are real and negative. -/
def BothNegative (J : Matrix (Fin 2) (Fin 2) ℝ) : Prop :=
  ∃ l m, HasEigenvalues J l m ∧ l < 0 ∧ m < 0

/-- `J` has one negative and one positive eigenvalue. -/
def IsSaddle (J : Matrix (Fin 2) (Fin 2) ℝ) : Prop :=
  ∃ l m, HasEigenvalues J l m ∧ l < 0 ∧ 0 < m
```

These readings in terms of time evolution rest on the standard linearisation theorem for differential equations, whereas the theorems below concern the eigenvalues themselves.

The matrix was written down by hand, so its entries have to be compared with the derivatives. For the first entry the product rule gives

$$\partial_x\,[x(a-x-cy)] = (a-x-cy) - x = a - 2x - cy,$$

and $\partial_y\,[x(a-x-cy)] = -cx$. The second row follows by exchanging the modes. In the proof, the `HasDerivAt` lemmas build each derivative, `change` displays it, and `ring` brings it to the form in the matrix.

```lean
/-- The entries of the Jacobian are the partial derivatives of the two growth rates. -/
theorem jacobian_entries (a b c x y : ℝ) :
    HasDerivAt (fun s => rateX a c s y) (jacobian a b c x y 0 0) x ∧
    HasDerivAt (fun s => rateX a c x s) (jacobian a b c x y 0 1) y ∧
    HasDerivAt (fun s => rateY b c s y) (jacobian a b c x y 1 0) x ∧
    HasDerivAt (fun s => rateY b c x s) (jacobian a b c x y 1 1) y := by
  refine ⟨?_, ?_, ?_, ?_⟩
  · refine ((hasDerivAt_id' x).fun_mul
      (((hasDerivAt_id' x).const_sub a).sub_const (c * y))).congr_deriv ?_
    change 1 * (a - x - c * y) + x * (-1) = a - 2 * x - c * y
    ring
  · refine ((((hasDerivAt_id' y).const_mul c).const_sub (a - x)).const_mul x).congr_deriv ?_
    change x * (-(c * 1)) = -(c * x)
    ring
  · refine ((((hasDerivAt_id' x).const_mul c).const_sub (b - y)).const_mul y).congr_deriv ?_
    change y * (-(c * 1)) = -(c * y)
    ring
  · refine ((hasDerivAt_id' y).fun_mul
      (((hasDerivAt_id' y).const_sub b).sub_const (c * x))).congr_deriv ?_
    change 1 * (b - y - c * x) + y * (-1) = b - 2 * y - c * x
    ring
```

For a 2×2 matrix the characteristic polynomial is $X^2 - (\operatorname{tr}J)X + \det J$, while $(X-l)(X-m) = X^2 - (l+m)X + lm$. The two agree exactly when

$$\operatorname{tr}J = l+m, \qquad \det J = lm.$$

The forward direction evaluates both polynomials at 0, which gives the determinant, and at 1, which then gives the trace. The converse is substitution.

```lean
/-- Two real numbers are the eigenvalues of a real 2×2 matrix exactly when their sum is
the trace and their product is the determinant. -/
theorem hasEigenvalues_iff (J : Matrix (Fin 2) (Fin 2) ℝ) (l m : ℝ) :
    HasEigenvalues J l m ↔ J.trace = l + m ∧ J.det = l * m := by
  unfold HasEigenvalues
  rw [Matrix.charpoly_fin_two]
  constructor
  · intro h
    -- compare the two polynomials at 0 and at 1
    have h0 := congrArg (Polynomial.eval (0 : ℝ)) h
    have h1 := congrArg (Polynomial.eval (1 : ℝ)) h
    simp only [eval_add, eval_sub, eval_mul, eval_pow, eval_X, eval_C] at h0 h1
    exact ⟨by linear_combination h0 - h1, by linear_combination h0⟩
  · rintro ⟨ht, hd⟩
    rw [ht, hd]
    simp only [map_add, map_mul]
    ring
```

## Gain clamping

Suppose that both modes lase, so $x,y>0$. In $x(a-x-cy)=0$ the factor $x$ can be cancelled, and likewise $y$ in the second equation:

$$a = x + cy, \qquad b = y + cx.$$

Each net gain is balanced by the total saturation of its mode. In an actual calculation this is a 2×2 linear system for the intensities. With $a=b=3$, it gives $x=y=2$ for $c=1/2$ and $x=y=1$ for $c=2$.

```lean
/-- Gain clamping: in a steady state with both modes lasing, each net gain equals the total
saturation of its mode. -/
theorem gain_clamping {a b c x y : ℝ} (hx : 0 < x) (hy : 0 < y)
    (h : IsSteady a b c x y) : a = x + c * y ∧ b = y + c * x := by
  have h1 : x * (a - x - c * y) = 0 := h.1
  have h2 : y * (b - y - c * x) = 0 := h.2
  have h3 := (mul_eq_zero.mp h1).resolve_left hx.ne'
  have h4 := (mul_eq_zero.mp h2).resolve_left hy.ne'
  exact ⟨by linarith, by linarith⟩
```

## Eigenvalues with both modes lasing

Inserting the clamped gains simplifies the diagonal, since $a-2x-cy=-x$ and $b-2y-cx=-y$:

$$J = \begin{pmatrix} -x & -cx \\ -cy & -y \end{pmatrix}, \qquad \operatorname{tr}J = -(x+y), \qquad \det J = xy(1-c^2).$$

The discriminant is

$$r^2 = (x+y)^2 - 4xy(1-c^2) = (x-y)^2 + 4c^2xy \ge 0,$$

so the eigenvalues are real and equal to $\tfrac12\left(-(x+y)\pm r\right)$ with $r\ge 0$. The proof checks their sum and product against trace and determinant; the product uses the identity $r\cdot r=r^2$, supplied by `Real.mul_self_sqrt`.

For $a=b=3$ the values are $-3$ and $-1$ at $c=1/2$, and $-3$ and $1$ at $c=2$.

```lean
/-- The two eigenvalues at a steady state with both modes lasing, in closed form. -/
theorem two_mode_eigenvalues {a b c x y : ℝ} (hx : 0 < x) (hy : 0 < y)
    (h : IsSteady a b c x y) :
    HasEigenvalues (jacobian a b c x y)
      ((-(x + y) - √((x - y) ^ 2 + 4 * c ^ 2 * (x * y))) / 2)
      ((-(x + y) + √((x - y) ^ 2 + 4 * c ^ 2 * (x * y))) / 2) := by
  obtain ⟨ha, hb⟩ := gain_clamping hx hy h
  have hs := Real.mul_self_sqrt
    (show 0 ≤ (x - y) ^ 2 + 4 * c ^ 2 * (x * y) by positivity)
  rw [hasEigenvalues_iff, jacobian, Matrix.trace_fin_two_of, Matrix.det_fin_two_of, ha, hb]
  exact ⟨by ring, by linear_combination (1 / 4) * hs⟩
```

## Eigenvalues with one mode lasing

At $(a,0)$ and $(0,b)$ both rates vanish, and the Jacobians are triangular:

$$J(a,0) = \begin{pmatrix} -a & -ca \\ 0 & b-ca \end{pmatrix}, \qquad J(0,b) = \begin{pmatrix} a-cb & 0 \\ -cb & -b \end{pmatrix}.$$

The eigenvalues are the diagonal entries. The entry $b-ca$ is the net gain that the dark second mode sees while the first one lases, and $a-cb$ is the same with the modes exchanged. These formulas hold for all real parameters; the states are physical single-mode operation when the corresponding gain is positive.

```lean
/-- The single-mode states `(a, 0)` and `(0, b)` are steady, with eigenvalues `-a`, `b - c a`
and `a - c b`, `-b` respectively. -/
theorem single_mode_states (a b c : ℝ) :
    (IsSteady a b c a 0 ∧ HasEigenvalues (jacobian a b c a 0) (-a) (b - c * a)) ∧
    (IsSteady a b c 0 b ∧ HasEigenvalues (jacobian a b c 0 b) (a - c * b) (-b)) := by
  refine ⟨⟨⟨by unfold rateX; ring, by unfold rateY; ring⟩, ?_⟩,
    ⟨⟨by unfold rateX; ring, by unfold rateY; ring⟩, ?_⟩⟩
  all_goals
    rw [hasEigenvalues_iff, jacobian, Matrix.trace_fin_two_of, Matrix.det_fin_two_of]
    exact ⟨by ring, by ring⟩
```

## Coexistence for weak coupling, bistability for strong coupling

Let $c>0$, and let $(x,y)$ be a steady state with $x,y>0$. The smaller eigenvalue $\tfrac12(-(x+y)-r)$ is always negative. The sign of the larger one depends on whether $r$ exceeds $x+y$, and

$$r^2 - (x+y)^2 = 4xy(c^2-1).$$

For $0<c<1$ this is negative, so $r<x+y$ and both eigenvalues are negative. For $c>1$ it is positive, so $r>x+y$ and the state is a saddle.

In the second case clamping also settles the single-mode states:

$$b-ca = y+cx-cx-c^2y = y(1-c^2)<0, \qquad a-cb = x(1-c^2)<0.$$

The other two eigenvalues, $-a$ and $-b$, are negative because $a=x+cy>0$ and $b=y+cx>0$. Positive gains are therefore a consequence of the steady state and are not assumed.

In the proof, the two statements called `hlt` compare the root with $x+y$ by comparing squares, with `nlinarith` given the sign of $xy(1-c^2)$ or $xy(c^2-1)$. The remaining signs follow by `linarith` and by the two clamping identities.

```lean
/-- Let both modes lase in a steady state, with cross-saturation `c > 0`. For `c < 1` both
eigenvalues there are negative; for `c > 1` one is negative and one positive, while both
single-mode states have two negative eigenvalues. -/
theorem mode_competition {a b c x y : ℝ} (hc : 0 < c) (hx : 0 < x) (hy : 0 < y)
    (h : IsSteady a b c x y) :
    (c < 1 → BothNegative (jacobian a b c x y)) ∧
    (1 < c → IsSaddle (jacobian a b c x y) ∧
      BothNegative (jacobian a b c a 0) ∧ BothNegative (jacobian a b c 0 b)) := by
  have hev := two_mode_eigenvalues hx hy h
  have hr := Real.sqrt_nonneg ((x - y) ^ 2 + 4 * c ^ 2 * (x * y))
  have hxy := mul_pos hx hy
  constructor
  · intro h1
    have hc2 : 0 < 1 - c ^ 2 := by nlinarith
    -- weak coupling: the root is smaller than the total intensity
    have hlt : √((x - y) ^ 2 + 4 * c ^ 2 * (x * y)) < x + y := by
      rw [Real.sqrt_lt' (by linarith)]
      nlinarith [mul_pos hxy hc2]
    exact ⟨_, _, hev, by linarith, by linarith⟩
  · intro h1
    have hc2 : 0 < c ^ 2 - 1 := by nlinarith
    -- strong coupling: the root exceeds the total intensity
    have hlt : x + y < √((x - y) ^ 2 + 4 * c ^ 2 * (x * y)) := by
      apply Real.lt_sqrt_of_sq_lt
      nlinarith [mul_pos hxy hc2]
    obtain ⟨ha, hb⟩ := gain_clamping hx hy h
    have hcx := mul_pos hc hx
    have hcy := mul_pos hc hy
    refine ⟨⟨_, _, hev, by linarith, by linarith⟩,
      ⟨_, _, (single_mode_states a b c).1.2, by linarith, ?_⟩,
      ⟨_, _, (single_mode_states a b c).2.2, ?_, by linarith⟩⟩
    · rw [ha, hb]
      nlinarith [mul_pos hy hc2]
    · rw [ha, hb]
      nlinarith [mul_pos hx hc2]
```

For $a=b=3$ and $c=2$, both single-mode states have the double eigenvalue $-3$. A numerical integration started close to $(1,1)$ with $x$ slightly larger than $y$ shows the difference $x-y$ growing at first as $e^{t}$, and the run settles at $(3,0)$. With $y$ slightly larger it settles at $(0,3)$. In simulations of two-mode lasers, such as those with counter-propagating modes in a ring, the criterion links this dependence on the starting condition to the gain and saturation coefficients that a quantum-mechanical gain calculation can supply, within the deterministic two-intensity model with symmetric coupling.

## The marginal case

At $c=1$ the clamped Jacobian has trace $-(x+y)$ and determinant zero, so its eigenvalues are $-(x+y)$ and $0$. Clamping now reads $a=b=x+y$: the steady states with both modes lasing fill a line segment, and the zero eigenvalue belongs to motion along it.

```lean
/-- At `c = 1`, a steady state with both modes lasing has the eigenvalues `-(x + y)` and
zero. -/
theorem marginal_coupling {a b x y : ℝ} (hx : 0 < x) (hy : 0 < y)
    (h : IsSteady a b 1 x y) : HasEigenvalues (jacobian a b 1 x y) (-(x + y)) 0 := by
  obtain ⟨ha, hb⟩ := gain_clamping hx hy h
  rw [hasEigenvalues_iff, jacobian, Matrix.trace_fin_two_of, Matrix.det_fin_two_of, ha, hb]
  exact ⟨by ring, by ring⟩
```

## When both single-mode states are stable

The implication for $c>1$ has a converse. Let $a,b>0$, and let both single-mode Jacobians have two negative eigenvalues. Their determinants are then positive:

$$-a(b-ca)>0, \qquad (a-cb)(-b)>0,$$

which gives $b<ca$ and $a<cb$. Adding these yields $a+b<c(a+b)$, hence $c>1$. The clamping equations have the solution

$$x = \frac{cb-a}{c^2-1}, \qquad y = \frac{ca-b}{c^2-1},$$

and both numerators are positive, so a steady state with both modes lasing exists. The other direction is the strong-coupling case of `mode_competition`.

The proof follows this order. It writes the quotients with $k=(c^2-1)^{-1}$ and checks the two rate equations from $k(c^2-1)=1$. The assumption $a,b>0$ says that both modes have positive net gain.

For given coefficients, the criterion amounts to the two inequalities $b<ca$ and $a<cb$. With $c=2$ and $a=3$, they hold for $3/2<b<6$. Sweeping $b$ slowly up and down through this window produces hysteresis in the model when a little light is always present in the dark mode.

```lean
/-- For positive net gains, both single-mode states have two negative eigenvalues exactly when
`c > 1` and there is a steady state with both modes lasing. -/
theorem bistable_iff {a b c : ℝ} (ha : 0 < a) (hb : 0 < b) :
    (BothNegative (jacobian a b c a 0) ∧ BothNegative (jacobian a b c 0 b)) ↔
      (1 < c ∧ ∃ x y, 0 < x ∧ 0 < y ∧ IsSteady a b c x y) := by
  constructor
  · rintro ⟨⟨l, m, h, hl, hm⟩, ⟨l', m', h', hl', hm'⟩⟩
    rw [hasEigenvalues_iff, jacobian, Matrix.det_fin_two_of] at h h'
    have hd := h.2
    have hd' := h'.2
    have hp := mul_pos_of_neg_of_neg hl hm
    have hp' := mul_pos_of_neg_of_neg hl' hm'
    -- positive determinants: each lasing mode suppresses the other
    have h1 : b < c * a := by
      by_contra hn
      nlinarith [mul_nonneg ha.le (sub_nonneg.2 (not_lt.1 hn))]
    have h2 : a < c * b := by
      by_contra hn
      nlinarith [mul_nonneg hb.le (sub_nonneg.2 (not_lt.1 hn))]
    have hc : 1 < c := by
      by_contra hn
      nlinarith [mul_nonneg (sub_nonneg.2 (not_lt.1 hn)) (add_pos ha hb).le]
    have hc2 : 0 < c ^ 2 - 1 := by nlinarith
    have hk : (c ^ 2 - 1)⁻¹ * (c ^ 2 - 1) = 1 := inv_mul_cancel₀ hc2.ne'
    -- solve the two linear clamping equations
    refine ⟨hc, (c ^ 2 - 1)⁻¹ * (c * b - a), (c ^ 2 - 1)⁻¹ * (c * a - b),
      mul_pos (inv_pos.2 hc2) (by linarith), mul_pos (inv_pos.2 hc2) (by linarith), ?_, ?_⟩
    · unfold rateX
      generalize (c ^ 2 - 1)⁻¹ = k at hk ⊢
      linear_combination (-a * (k * (c * b - a))) * hk
    · unfold rateY
      generalize (c ^ 2 - 1)⁻¹ = k at hk ⊢
      linear_combination (-b * (k * (c * a - b))) * hk
  · rintro ⟨hc, x, y, hx, hy, h⟩
    exact ((mode_competition (by linarith) hx hy h).2 hc).2

end

end TwoModeLaser
```

```lean
#print axioms TwoModeLaser.jacobian_entries
#print axioms TwoModeLaser.mode_competition
#print axioms TwoModeLaser.marginal_coupling
#print axioms TwoModeLaser.bistable_iff
```

```
'TwoModeLaser.jacobian_entries' depends on axioms: [propext, Classical.choice, Quot.sound]
'TwoModeLaser.mode_competition' depends on axioms: [propext, Classical.choice, Quot.sound]
'TwoModeLaser.marginal_coupling' depends on axioms: [propext, Classical.choice, Quot.sound]
'TwoModeLaser.bistable_iff' depends on axioms: [propext, Classical.choice, Quot.sound]
```
